# For Coulomb scaling, the ground-state kinetic-energy curve fixes the total energy up to a term C/s

Let \(s>0\) be the factor by which all distances in a framework of clamped nuclei are scaled, and let \(E(s)=T(s)+U(s)\) be the total energy, with \(T\) the non-relativistic kinetic energy of the electrons and \(U\) the whole Coulomb energy, nuclear repulsion included. A prime denotes \(d/ds\), and the stress relation is \(sE'(s)=-2T(s)-U(s)\). It does not hold for an arbitrary family of states; it is derived below for ground states whose kinetic energy is continuous in \(s\).

```lean
import Mathlib

open Set Filter Topology

namespace StressTheoremByScaling

noncomputable section

/-- On the open interval of scales `(a, b)` the energy is kinetic plus potential, `E = T + U`,
and obeys the stress relation `s E'(s) = -2 T(s) - U(s)`. -/
def IsVirialCurve (E T U : ℝ → ℝ) (a b : ℝ) : Prop :=
  ∀ s ∈ Ioo a b, E s = T s + U s ∧ ∃ D, HasDerivAt E D s ∧ s * D = -2 * T s - U s

/-- The energy difference theorem: `b E(b) - a E(a)` is minus the integral of the kinetic
energy over the scales between `a` and `b`. -/
theorem energy_difference {E T U : ℝ → ℝ} {a b : ℝ} (hab : a ≤ b)
    (hE : ContinuousOn E (Icc a b)) (hT : ContinuousOn T (Icc a b))
    (h : IsVirialCurve E T U a b) :
    b * E b - a * E a = -∫ s in a..b, T s := by
  have hc : ContinuousOn (fun s => s * E s) (Icc a b) := by fun_prop
  -- the product rule turns the stress relation into `(s E)' = -T`
  have hd : ∀ s ∈ Ioo a b, HasDerivAt (fun r => r * E r) (-T s) s := by
    intro s hs
    obtain ⟨hsum, D, hD, hv⟩ := h s hs
    exact ((hasDerivAt_id' s).fun_mul hD).congr_deriv (by linarith)
  have hi : IntervalIntegrable (fun s => -T s) MeasureTheory.volume a b :=
    ContinuousOn.intervalIntegrable_of_Icc hab hT.neg
  have key : ∫ s in a..b, -T s = b * E b - a * E a :=
    intervalIntegral.integral_eq_sub_of_hasDerivAt_of_le hab hc hd hi
  rw [intervalIntegral.integral_neg] at key
  exact key.symm

/-- Two energy curves with the same kinetic energy differ by a constant divided by the scale,
and the constant is fixed by the energies at `a`. -/
theorem energy_determined_by_kinetic {E₁ E₂ T U₁ U₂ : ℝ → ℝ} {a b : ℝ} (ha : 0 < a)
    (hE₁ : ContinuousOn E₁ (Icc a b)) (hE₂ : ContinuousOn E₂ (Icc a b))
    (hT : ContinuousOn T (Icc a b))
    (h₁ : IsVirialCurve E₁ T U₁ a b) (h₂ : IsVirialCurve E₂ T U₂ a b)
    {s : ℝ} (hs : s ∈ Icc a b) :
    E₂ s = E₁ s + a * (E₂ a - E₁ a) / s := by
  have hs0 : s ≠ 0 := (ha.trans_le hs.1).ne'
  have hsub : Icc a s ⊆ Icc a b := Icc_subset_Icc_right hs.2
  have k₁ := energy_difference hs.1 (hE₁.mono hsub) (hT.mono hsub)
    (fun r hr => h₁ r ⟨hr.1, hr.2.trans_le hs.2⟩)
  have k₂ := energy_difference hs.1 (hE₂.mono hsub) (hT.mono hsub)
    (fun r hr => h₂ r ⟨hr.1, hr.2.trans_le hs.2⟩)
  have e : s * (E₂ s - E₁ s) = a * (E₂ a - E₁ a) := by linarith
  rw [← e, mul_div_cancel_left₀ _ hs0]
  ring

/-- Adding `C / s` to both the total and the potential energy preserves the stress relation
with the same kinetic energy, for every constant `C`. -/
theorem coulomb_shift {E T U : ℝ → ℝ} {a b : ℝ} (ha : 0 < a) (C : ℝ)
    (h : IsVirialCurve E T U a b) :
    IsVirialCurve (fun s => E s + C / s) T (fun s => U s + C / s) a b := by
  intro s hs
  have h0 : s ≠ 0 := (ha.trans hs.1).ne'
  obtain ⟨hsum, D, hD, hv⟩ := h s hs
  have e₁ : E s + C / s = T s + (U s + C / s) := by rw [hsum]; ring
  have e₂ : s * ((0 * s - C * 1) / s ^ 2) = -(C / s) := by
    field_simp
    ring
  have e₃ : s * (D + (0 * s - C * 1) / s ^ 2) = -2 * T s - (U s + C / s) := by
    rw [mul_add, e₂]; linarith
  exact ⟨e₁, _, hD.fun_add ((hasDerivAt_const s C).fun_div (hasDerivAt_id' s) h0), e₃⟩

/-- States with a kinetic energy, a potential energy depending on the scale of the nuclear
framework, and dilations under which these energies scale as in a Coulomb system. -/
structure ScalingModel (Ψ : Type*) where
  /-- kinetic energy of a state -/
  kin : Ψ → ℝ
  /-- potential energy of a state when the framework has scale `s` -/
  pot : ℝ → Ψ → ℝ
  /-- the state stretched by a factor `c` -/
  dil : ℝ → Ψ → Ψ
  kin_dil : ∀ c ψ, 0 < c → kin (dil c ψ) = kin ψ / c ^ 2
  pot_dil : ∀ c s ψ, 0 < c → 0 < s → pot (c * s) (dil c ψ) = pot s ψ / c

/-- Total energy of a state at framework scale `s`. -/
def ScalingModel.energy {Ψ : Type*} (M : ScalingModel Ψ) (s : ℝ) (ψ : Ψ) : ℝ :=
  M.kin ψ + M.pot s ψ

/-- A ground state at scale `s` minimises the total energy over all states. -/
def ScalingModel.IsGround {Ψ : Type*} (M : ScalingModel Ψ) (s : ℝ) (ψ : Ψ) : Prop :=
  ∀ φ, M.energy s ψ ≤ M.energy s φ

/-- The ground-state energy at scale `r` is bounded above through the kinetic and total
energies of any state at another scale `s`. -/
theorem dilated_trial_bound {Ψ : Type*} (M : ScalingModel Ψ) {r s : ℝ} (hr : 0 < r)
    (hs : 0 < s) {φ : Ψ} (hφ : M.IsGround r φ) (ψ : Ψ) :
    r * M.energy r φ ≤ s * M.energy s ψ + M.kin ψ * s * (s - r) / r := by
  have hc : 0 < r / s := div_pos hr hs
  -- use the state stretched from scale `s` to scale `r` as a trial state
  have h1 := hφ (M.dil (r / s) ψ)
  have hp := M.pot_dil (r / s) s ψ hc hs
  rw [div_mul_cancel₀ r hs.ne'] at hp
  have h2 : M.energy r (M.dil (r / s) ψ)
      = M.kin ψ / (r / s) ^ 2 + M.pot s ψ / (r / s) := by
    rw [ScalingModel.energy, hp, M.kin_dil _ _ hc]
  rw [h2] at h1
  calc r * M.energy r φ
      ≤ r * (M.kin ψ / (r / s) ^ 2 + M.pot s ψ / (r / s)) :=
        mul_le_mul_of_nonneg_left h1 hr.le
    _ = s * M.energy s ψ + M.kin ψ * s * (s - r) / r := by
        simp only [ScalingModel.energy]
        field_simp
        ring

/-- If the changes of `F` between any two positive scales obey the dilation bound with a
function `K` continuous at `s`, then `F` is differentiable at `s` with slope `-K(s)`. -/
theorem hasDerivAt_of_dilation_bound {F K : ℝ → ℝ} {s : ℝ} (hs : 0 < s)
    (hK : ContinuousAt K s)
    (h : ∀ r > 0, ∀ t > 0, F r ≤ F t + K t * t * (t - r) / r) :
    HasDerivAt F (-K s) s := by
  rw [hasDerivAt_iff_isLittleO, Asymptotics.isLittleO_iff]
  intro ε hε
  have cA : ContinuousAt (fun r => |K s * (r - s) / r|) s := by
    fun_prop (disch := exact hs.ne')
  have cB : ContinuousAt (fun r => |K s - K r * r / s|) s := by
    fun_prop (disch := exact hs.ne')
  have zA : |K s * (s - s) / s| < ε := by simpa using hε
  have zB : |K s - K s * s / s| < ε := by
    rw [mul_div_cancel_right₀ _ hs.ne', sub_self, abs_zero]; exact hε
  have hA : ∀ᶠ r in 𝓝 s, |K s * (r - s) / r| < ε :=
    cA.eventually_lt continuousAt_const zA
  have hB : ∀ᶠ r in 𝓝 s, |K s - K r * r / s| < ε :=
    cB.eventually_lt continuousAt_const zB
  filter_upwards [hA, hB, Ioi_mem_nhds hs] with r h1 h2 h3
  have hr : 0 < r := h3
  -- the bound and its mirror image, with the two scales exchanged
  have u := h r hr s hs
  have l := h s hs r hr
  have e1 : K s * s * (s - r) / r
      = -(K s * (r - s)) + (r - s) * (K s * (r - s) / r) := by
    field_simp
    ring
  have e2 : K r * r * (r - s) / s
      = K s * (r - s) - (r - s) * (K s - K r * r / s) := by
    field_simp
    ring
  have p : ∀ x, |x| < ε → |(r - s) * x| ≤ ε * |r - s| := by
    intro x hx
    rw [abs_mul, mul_comm]
    exact mul_le_mul_of_nonneg_right hx.le (abs_nonneg _)
  have q1 := (abs_le.mp (p _ h1)).2
  have q2 := (abs_le.mp (p _ h2)).1
  rw [e1] at u
  rw [e2] at l
  simp only [Real.norm_eq_abs, smul_eq_mul]
  rw [abs_le]
  constructor <;> linarith

/-- The stress relation for uniform scaling: where the kinetic energy of the ground states is
continuous in the scale, their energy is differentiable with `E'(s) = (-2 T(s) - U(s)) / s`. -/
theorem ground_state_stress {Ψ : Type*} (M : ScalingModel Ψ) {ψ : ℝ → Ψ}
    (hψ : ∀ r > 0, M.IsGround r (ψ r)) {s : ℝ} (hs : 0 < s)
    (hT : ContinuousAt (fun r => M.kin (ψ r)) s) :
    HasDerivAt (fun r => M.energy r (ψ r))
      ((-2 * M.kin (ψ s) - M.pot s (ψ s)) / s) s := by
  have hF : HasDerivAt (fun r => r * M.energy r (ψ r)) (-M.kin (ψ s)) s :=
    hasDerivAt_of_dilation_bound (K := fun r => M.kin (ψ r)) hs hT
      (fun r hr t ht => dilated_trial_bound M hr ht (hψ r hr) (ψ t))
  have hq := hF.fun_div (hasDerivAt_id' s) hs.ne'
  have hE : (fun r => M.energy r (ψ r)) =ᶠ[𝓝 s] fun r => r * M.energy r (ψ r) / r := by
    filter_upwards [Ioi_mem_nhds hs] with r hr
    exact (mul_div_cancel_left₀ _ (Set.mem_Ioi.mp hr).ne').symm
  refine (hq.congr_of_eventuallyEq hE).congr_deriv ?_
  simp only [ScalingModel.energy]
  field_simp
  ring

/-- For ground states with continuous kinetic energy, `b E(b) - a E(a)` is minus the integral
of the kinetic energy over the scales from `a` to `b`. -/
theorem ground_state_energy_difference {Ψ : Type*} (M : ScalingModel Ψ) {ψ : ℝ → Ψ}
    (hψ : ∀ r > 0, M.IsGround r (ψ r))
    (hT : ContinuousOn (fun r => M.kin (ψ r)) (Ioi 0)) {a b : ℝ} (ha : 0 < a) (hab : a ≤ b) :
    b * M.energy b (ψ b) - a * M.energy a (ψ a) = -∫ s in a..b, M.kin (ψ s) := by
  have hd := fun (s : ℝ) (hs : 0 < s) =>
    ground_state_stress M hψ hs (hT.continuousAt (Ioi_mem_nhds hs))
  refine energy_difference (E := fun r => M.energy r (ψ r)) (T := fun r => M.kin (ψ r))
    (U := fun r => M.pot r (ψ r)) hab
    (fun s hs => (hd s (ha.trans_le hs.1)).continuousAt.continuousWithinAt)
    (hT.mono fun s hs => ha.trans_le hs.1) ?_
  intro s hs
  have h0 : 0 < s := ha.trans hs.1
  refine ⟨rfl, _, hd s h0, ?_⟩
  rw [← mul_div_assoc, mul_div_cancel_left₀ _ h0.ne']

/-- A one-parameter model: a state is a real number `p` that scales like an inverse length, with
kinetic energy `p² / 2` and potential energy `s p² - p`. -/
def inverseLengthModel : ScalingModel ℝ where
  kin p := p ^ 2 / 2
  pot s p := s * p ^ 2 - p
  dil c p := p / c
  kin_dil c p hc := by field_simp
  pot_dil c s p hc hs := by field_simp

/-- In the inverse-length model `p = 1 / (1 + 2 s)` is a ground state at every positive scale,
and its kinetic energy is continuous in the scale. -/
theorem ground_state_witness :
    (∀ s > 0, inverseLengthModel.IsGround s (1 / (1 + 2 * s))) ∧
      ContinuousOn (fun s : ℝ => inverseLengthModel.kin (1 / (1 + 2 * s))) (Ioi 0) := by
  constructor
  · intro s hs φ
    have hpos : 0 < 1 + 2 * s := by linarith
    have hq : (1 + 2 * s) * (1 / (1 + 2 * s)) = 1 := mul_one_div_cancel hpos.ne'
    generalize 1 / (1 + 2 * s) = q at hq ⊢
    change q ^ 2 / 2 + (s * q ^ 2 - q) ≤ φ ^ 2 / 2 + (s * φ ^ 2 - φ)
    -- complete the square around the minimiser
    have e : φ ^ 2 / 2 + (s * φ ^ 2 - φ) - (q ^ 2 / 2 + (s * q ^ 2 - q))
        = (1 + 2 * s) / 2 * (φ - q) ^ 2 := by
      linear_combination (φ - q) * hq
    have hn : 0 ≤ (1 + 2 * s) / 2 * (φ - q) ^ 2 := by positivity
    linarith
  · change ContinuousOn (fun s : ℝ => (1 / (1 + 2 * s)) ^ 2 / 2) (Ioi 0)
    intro s hs
    have h0 : 0 < s := hs
    have h1 : 1 + 2 * s ≠ 0 := by positivity
    have hc : ContinuousAt (fun s : ℝ => (1 / (1 + 2 * s)) ^ 2 / 2) s := by
      fun_prop (disch := first | exact h1 | norm_num)
    exact hc.continuousWithinAt

end

end StressTheoremByScaling
```

```lean
#print axioms StressTheoremByScaling.energy_determined_by_kinetic
-- 'StressTheoremByScaling.energy_determined_by_kinetic' depends on axioms: [propext, Classical.choice, Quot.sound]
#print axioms StressTheoremByScaling.coulomb_shift
-- 'StressTheoremByScaling.coulomb_shift' depends on axioms: [propext, Classical.choice, Quot.sound]
#print axioms StressTheoremByScaling.ground_state_energy_difference
-- 'StressTheoremByScaling.ground_state_energy_difference' depends on axioms: [propext, Classical.choice, Quot.sound]
```

## Energies at two scales

`IsVirialCurve E T U a b` says that \(E=T+U\) and the stress relation hold at every \(s\) in the open interval \((a,b)\). If \(E\) and \(T\) are also continuous on \([a,b]\), with \(a\le b\), `energy_difference` gives
\[
bE(b)-aE(a)=-\int_a^b T(s)\,ds .
\]
Continuity of \(E'\) need not be assumed separately: at every \(s\ne0\) in \((a,b)\) it follows from \(E'=-(T+E)/s\).

The left side is a difference of scaled energies, so for \(0<a<b\) the kinetic-energy curve on \([a,b]\) and the stress relation give \(E(b)-E(a)\) only once one reference energy is known. For \(a>0\), `energy_determined_by_kinetic` shows that two such curves \(E_1,E_2\), continuous on \([a,b]\) and with the same continuous \(T\), satisfy \(E_2(s)=E_1(s)+C/s\), where \(C=a\,(E_2(a)-E_1(a))\). By `coulomb_shift`, every real \(C\) is compatible with the stress relation.

## The physics in the scaling model

In a crystal, with \(E\) the energy per cell and \(V\propto s^3\) the cell volume, \(sE'(s)=3V\,dE/dV=-3PV\), where \(P=-dE/dV\) is the pressure along the uniform scaling; this is \(V\) times the trace of the stress when tensile stress is counted positive. `ScalingModel` provides the ingredients from which the stress relation can be derived: states `Ψ`, energies `kin` and `pot`, and a dilation `dil c` that stretches a state by \(c\). For normalised wavefunctions, stretching all electron coordinates by \(c\) divides the kinetic energy by \(c^2\); if the nuclei are stretched too, it divides the Coulomb energy by \(c\). These two laws are assumed as fields of the structure; no Hilbert space or Schrödinger operator is constructed. The same set `Ψ` serves at every scale, which suits a molecule in open space. In a crystal with periodic boundary conditions the admissible states change with the cell. Dilation then maps the states of one cell onto those of another and the argument below carries over, but the Lean theorems do not state that case.

`IsGround` means minimising the total energy over all states. The ground-state theorems assume a minimiser `ψ r` at every scale \(r>0\) and continuity of its kinetic energy, which can fail where two states cross. For clamped nuclei under uniform scaling, the result offers a consistency check on computed energies, provided that they are variational minima over trial states closed under dilation and that both energy terms obey the scaling laws above; pseudopotential and density-functional exchange-correlation energies do not in general scale as \(1/c\).

## From trial states to the integral

Write \(F(s)=sE(s)\). Stretch the ground state at \(s\) by \(r/s\) and use it as a trial state at \(r\):
\[
E(r)\le \frac{s^2}{r^2}T(s)+\frac{s}{r}U(s).
\]
Multiplying by \(r\) and inserting \(U=E-T\) gives `dilated_trial_bound`:
\[
F(r)\le F(s)+T(s)\,\frac{s(s-r)}{r}.
\]
Exchanging \(r\) and \(s\) gives the opposite bound. For \(r>s\),
\[
-\frac{r}{s}T(r)\le\frac{F(r)-F(s)}{r-s}\le-\frac{s}{r}T(s),
\]
and for \(r<s\) the inequalities reverse. Since \(T\) is continuous at \(s\), both bounds tend to \(-T(s)\), so \(F'(s)=-T(s)\). In `hasDerivAt_of_dilation_bound`, `e1` and `e2` split each bound into its linear part and a remainder, which `hA`, `hB` and `p` bound by \(\varepsilon|r-s|\) for \(r\) near \(s\).

The quotient rule then yields `ground_state_stress`:
\[
E'=\frac{F'}{s}-\frac{F}{s^2}=\frac{-T-E}{s}=\frac{-2T-U}{s}.
\]

Conversely, the stress relation gives
\[
(sE)'=E+sE'=(T+U)-2T-U=-T .
\]
This is `hd` in `energy_difference`, and the fundamental theorem of calculus integrates it. `ground_state_energy_difference` combines the two results for \(0<a\le b\).

For two curves with equal \(T\), subtracting the integrated formulas on \([a,s]\) gives \(s(E_2-E_1)(s)=a(E_2-E_1)(a)\), hence the term \(C/s\). That term can be added to \(E\) and \(U\) because \(s\,(C/s)'=-C/s\), which changes both sides of the stress relation equally.

## A worked instance and a broken endpoint

`inverseLengthModel` is an algebraic example, not a molecule. Its energy \(p^2/2+sp^2-p\) exceeds its value at \(p=1/(1+2s)\) by \(\tfrac{1+2s}{2}\bigl(p-\tfrac1{1+2s}\bigr)^2\), which is how `ground_state_witness` proves minimality. Thus
\[
T(s)=\frac{1}{2(1+2s)^2},\qquad E(s)=-\frac{1}{2(1+2s)} .
\]
Between \(s=1\) and \(s=2\),
\[
2E(2)-E(1)=-\tfrac15+\tfrac16=-\tfrac1{30},\qquad \int_1^2T\,ds=\tfrac1{12}-\tfrac1{20}=\tfrac1{30}.
\]

Continuity of \(E\) at the endpoints matters. As an artificial example, not a physical energy curve, take \(T=0\), \(U=E\), \(E(s)=1/s\) on \([1,2)\) and \(E(2)=0\). The stress relation holds throughout \((1,2)\), yet \(2E(2)-E(1)=-1\) while the integral of \(T\) is zero.
